# For positive masses and symmetric force constants, M⁻¹Φ has orthonormal modes exactly when no force constant couples unequal masses

The dot product e_a · u of a displacement u with the vector e_a of a vibrational mode is the coefficient of e_a in the expansion of u if the modes form an orthonormal basis. When the modes are eigenvectors of M⁻¹Φ, where M is the diagonal matrix of the masses and Φ the real symmetric matrix of force constants, such a basis exists if and only if Φ_ij = 0 whenever m_i ≠ m_j. For a harmonic model with finitely many coordinates, this settles when vibrational analysis can project plain displacements in this way; otherwise the usual course is to work in mass-weighted coordinates.

## The matrix and its modes

```lean
import Mathlib

open Matrix

namespace UnweightedNormalModes

noncomputable section

variable {n : Type*} [Fintype n] [DecidableEq n]
```

The type `n` is a finite set of labels for the displacement coordinates. An atom in three dimensions contributes three labels, all carrying the mass of that atom. Nothing is assumed about how many labels there are.

```lean
/-- The unweighted dynamical matrix `M⁻¹ Φ`, with `M` the diagonal matrix of the masses `m`
and `Φ` the force-constant matrix. -/
def unweighted (m : n → ℝ) (Φ : Matrix n n ℝ) : Matrix n n ℝ :=
  (Matrix.diagonal m)⁻¹ * Φ
```

Here `m : n → ℝ` assigns a real number m_i to each coordinate, and `Φ : Matrix n n ℝ` is a real square matrix whose rows and columns carry the same labels. The definition is the matrix product

    A = M⁻¹Φ,  M = diag(m).

This matrix comes from Newton's equations, M ü = −Φu. If u oscillates as a fixed vector e times cos(Ωt), then M⁻¹Φ e = Ω² e. The definition accepts any real masses; positivity enters as a hypothesis of the theorems.

```lean
/-- The matrix `A` has a full set of real eigenvectors, one for each coordinate, that are
orthonormal in the ordinary dot product. -/
def HasOrthonormalModes (A : Matrix n n ℝ) : Prop :=
  ∃ (e : n → n → ℝ) (ω : n → ℝ),
    (∀ a b, e a ⬝ᵥ e b = if a = b then 1 else 0) ∧ ∀ a, A *ᵥ e a = ω a • e a
```

A definition of type `Prop` is a statement, which may be true or false of a given matrix. This one says that there are vectors e_a and real numbers ω_a, one of each for every label a, such that

    e_a · e_b = δ_ab  and  A e_a = ω_a e_a.

In Lean, `e a` is the whole vector and `e a i` its component i; `⬝ᵥ` is the ordinary dot product, `*ᵥ` applies a matrix to a vector, and `•` multiplies by a number. The symbol `ω` denotes an eigenvalue of A, which for M⁻¹Φ is a squared frequency.

These vectors form a basis. If Σ_a c_a e_a = 0, the dot product with e_b gives c_b = 0, so they are independent, and there are as many of them as coordinates.

```lean
/-- For positive masses, the entries of the unweighted dynamical matrix are the force constants
divided by the mass of the row coordinate. -/
theorem unweighted_apply {m : n → ℝ} (hm : ∀ i, 0 < m i) (Φ : Matrix n n ℝ) (i j : n) :
    unweighted m Φ i j = Φ i j / m i := by
  have hinv : (Matrix.diagonal m)⁻¹ = Matrix.diagonal (fun i => (m i)⁻¹) := by
    apply Matrix.inv_eq_right_inv
    have h1 : (fun i => m i * (m i)⁻¹) = fun _ => (1 : ℝ) :=
      funext fun i => mul_inv_cancel₀ (hm i).ne'
    rw [Matrix.diagonal_mul_diagonal, h1]
    exact Matrix.diagonal_one
  rw [unweighted, hinv, Matrix.diagonal_mul, div_eq_inv_mul]
```

The hypothesis `hm` says that every mass is positive. The theorem then gives the entries of the matrix:

    A_ij = Φ_ij / m_i.

By hand, M⁻¹ is diagonal with entries 1/m_i, and multiplying by it from the left divides row i of Φ by m_i. The proof follows the same route. The intermediate statement `hinv` identifies the inverse by checking that diag(m) times diag(1/m) is the identity, which uses m_i ≠ 0. The last line inserts this inverse and reads off an entry of the product.

The division involves only the mass of the row. That is how a symmetric Φ can give an unsymmetric A.

## Orthonormal modes and symmetry

```lean
/-- A real square matrix has a full set of orthonormal eigenvectors if and only if it is
symmetric. -/
theorem hasOrthonormalModes_iff_isSymm (A : Matrix n n ℝ) :
    HasOrthonormalModes A ↔ A.IsSymm := by
  constructor
  · rintro ⟨e, ω, he, hA⟩
    -- stack the modes as the rows of an orthogonal matrix
    let E : Matrix n n ℝ := Matrix.of e
    have hE : E * Eᵀ = 1 := by
      ext a b
      rw [Matrix.one_apply, ← he a b]
      rfl
    have hE' : Eᵀ * E = 1 := mul_eq_one_comm.mp hE
    have hAE : A * Eᵀ = Eᵀ * Matrix.diagonal ω := by
      ext i a
      rw [Matrix.mul_diagonal]
      have h := congrFun (hA a) i
      simp only [Pi.smul_apply, smul_eq_mul] at h
      calc (A * Eᵀ) i a = (A *ᵥ e a) i := rfl
        _ = ω a * e a i := h
        _ = Eᵀ i a * ω a := mul_comm _ _
    -- the spectral form of `A` is manifestly symmetric
    have hfac : A = Eᵀ * Matrix.diagonal ω * E := by
      rw [← hAE, Matrix.mul_assoc, hE', Matrix.mul_one]
    show Aᵀ = A
    rw [hfac]
    simp only [Matrix.transpose_mul, Matrix.transpose_transpose, Matrix.diagonal_transpose,
      Matrix.mul_assoc]
  · intro hA
    have hH : A.IsHermitian := by
      rw [Matrix.IsHermitian, Matrix.conjTranspose_eq_transpose_of_trivial]
      exact hA
    -- the spectral theorem supplies the modes
    refine ⟨fun a => (hH.eigenvectorBasis a).ofLp, hH.eigenvalues, fun a b => ?_,
      fun a => hH.mulVec_eigenvectorBasis a⟩
    have h := orthonormal_iff_ite.mp hH.eigenvectorBasis.orthonormal a b
    rw [← h, EuclideanSpace.inner_eq_star_dotProduct]
    exact dotProduct_comm _ _
```

This theorem concerns any real square matrix A, with no masses in it. It says that A has a full orthonormal set of real eigenvectors if and only if Aᵀ = A, which Lean writes as `A.IsSymm`. The tactic `constructor` splits the equivalence into its two directions.

Suppose first that the modes are given. Put them into the rows of a matrix E, so that E_ai is component i of e_a. Orthonormality says

    (E Eᵀ)_ab = e_a · e_b = δ_ab,

so E Eᵀ = 1. Since E is square, Eᵀ E = 1 as well. The columns of Eᵀ are the modes, and the eigenvalue equations become

    (A Eᵀ)_ia = (A e_a)_i = ω_a E_ai = (Eᵀ diag(ω))_ia.

Hence A Eᵀ = Eᵀ diag(ω). Multiplying from the right by E gives

    A = Eᵀ diag(ω) E.

Transposition reverses the order of the factors and leaves diag(ω) unchanged, so the right-hand side is its own transpose, and A is symmetric.

The Lean proof names these steps `hE`, `hE'`, `hAE` and `hfac`. The tactic `ext` reduces an equation between matrices to one between their entries, and the `calc` block is the chain of equalities for a single entry. The final `simp only` carries out the transposition.

In the other direction, a real symmetric matrix has an orthonormal eigenvector basis by the spectral theorem, which is taken from Mathlib. Mathlib states it for Hermitian matrices, so `hH` first records that a real symmetric matrix is Hermitian. The vectors `eigenvectorBasis` and the numbers `eigenvalues` then serve as e and ω, and the remaining lines translate Mathlib's inner product into the dot product of the definition.

## Which couplings spoil the symmetry

```lean
/-- For symmetric force constants and positive masses, `M⁻¹ Φ` is symmetric if and only if no
force constant couples coordinates of different mass. -/
theorem unweighted_isSymm_iff {m : n → ℝ} (hm : ∀ i, 0 < m i) {Φ : Matrix n n ℝ}
    (hΦ : Φ.IsSymm) :
    (unweighted m Φ).IsSymm ↔ ∀ i j, m i ≠ m j → Φ i j = 0 := by
  constructor
  · intro h i j hij
    have h1 := h.apply i j
    rw [unweighted_apply hm, unweighted_apply hm, hΦ.apply i j,
      div_eq_div_iff (hm j).ne' (hm i).ne'] at h1
    -- symmetry says that the coupling times the mass difference vanishes
    have h2 : Φ i j * (m i - m j) = 0 := by linear_combination h1
    exact (mul_eq_zero.mp h2).resolve_right (sub_ne_zero.mpr hij)
  · intro h
    refine Matrix.IsSymm.ext fun i j => ?_
    rw [unweighted_apply hm, unweighted_apply hm, hΦ.apply i j]
    by_cases hij : m i = m j
    · rw [hij]
    · rw [h i j hij, zero_div, zero_div]
```

For positive masses and symmetric Φ, the matrix M⁻¹Φ is symmetric if and only if Φ_ij vanishes for every pair with m_i ≠ m_j. The symmetry of Φ is the hypothesis `hΦ`. Physically it holds because force constants are second derivatives of a potential energy, whose order can be exchanged.

Assume that A is symmetric. Then A_ji = A_ij, and with Φ_ji = Φ_ij this reads

    Φ_ij / m_j = Φ_ij / m_i.

Multiplying by both masses and collecting terms gives

    Φ_ij (m_i − m_j) = 0.

If the masses differ, the second factor is nonzero, so Φ_ij = 0. In Lean, `h1` is the equation after the denominators have been cleared, `h2` is the product form, and `mul_eq_zero` says that one of the factors must vanish.

For the converse, take any pair i, j. If m_i = m_j, the two quotients have the same denominator and are equal. If m_i ≠ m_j, then Φ_ij = 0 and both quotients are zero. The tactic `by_cases` makes this distinction.

```lean
/-- For symmetric force constants and positive masses, `M⁻¹ Φ` has a full set of eigenvectors
orthonormal in the ordinary dot product if and only if `Φ i j = 0` whenever the masses `m i` and
`m j` differ. -/
theorem orthonormal_modes_iff_no_coupling {m : n → ℝ} (hm : ∀ i, 0 < m i)
    {Φ : Matrix n n ℝ} (hΦ : Φ.IsSymm) :
    HasOrthonormalModes (unweighted m Φ) ↔ ∀ i j, m i ≠ m j → Φ i j = 0 :=
  (hasOrthonormalModes_iff_isSymm _).trans (unweighted_isSymm_iff hm hΦ)
```

This is the result in the title. Its proof joins the two preceding equivalences with `trans`: orthonormal modes exist if and only if M⁻¹Φ is symmetric, and M⁻¹Φ is symmetric if and only if no force constant couples unequal masses.

Different masses may therefore be present, provided that the coordinates fall into groups of equal mass with no harmonic force between groups. Neither mechanical stability nor translation invariance is assumed, so negative eigenvalues are allowed. The matrices are real, which includes the zone-centre vibrations of a crystal with a finite unit cell but leaves out the complex dynamical matrices at general wavevectors.

The theorem concerns the existence of an orthonormal set. When an eigenvalue is repeated, there are also non-orthogonal eigenvectors within its eigenspace, and a general eigensolver may return those.

## Connected systems

```lean
/-- For symmetric force constants and positive masses, if any two coordinates are linked by a chain
of nonzero force constants, then `M⁻¹ Φ` has a full set of orthonormal eigenvectors if and only if
all masses are equal. -/
theorem orthonormal_modes_iff_equal_masses {m : n → ℝ} (hm : ∀ i, 0 < m i)
    {Φ : Matrix n n ℝ} (hΦ : Φ.IsSymm)
    (hconn : ∀ i j, Relation.ReflTransGen (fun a b => Φ a b ≠ 0) i j) :
    HasOrthonormalModes (unweighted m Φ) ↔ ∀ i j, m i = m j := by
  rw [orthonormal_modes_iff_no_coupling hm hΦ]
  constructor
  · intro H i j
    -- the mass is unchanged along each link of the chain
    have h := hconn i j
    induction h with
    | refl => rfl
    | tail _ hbc ih => exact ih.trans (by_contra fun hne => hbc (H _ _ hne))
  · intro H i j hij
    exact absurd (H i j) hij
```

The additional hypothesis `hconn` says that one can travel from any coordinate i to any coordinate j through nonzero force constants. `Relation.ReflTransGen` expresses such a chain of any finite length, including length zero, which links a coordinate to itself. Under this hypothesis, orthonormal modes exist if and only if all masses are equal.

By hand, let the chain from i to j be

    i = c₀, c₁, …, c_r = j,

with a nonzero force constant between neighbours. If orthonormal modes exist, the previous theorem forbids a nonzero force constant between unequal masses. Each link therefore joins equal masses, and m_i = m_j. Conversely, if all masses are equal, there is no pair with m_i ≠ m_j, and the condition of the previous theorem holds without further work.

The Lean proof replaces "each link" by `induction` along the chain. The case `refl` is the chain of length zero. The case `tail` adds one link to a chain along which the mass is already known to be constant.

The hypothesis is about coordinates, and a connected molecule need not satisfy it. In a straight chain of atoms with purely longitudinal springs, for example, no force constant links longitudinal to transverse displacements.

## Two masses and a spring

```lean
/-- The force-constant matrix of two masses on a line joined by a spring of stiffness `k`. -/
def spring (k : ℝ) : Matrix (Fin 2) (Fin 2) ℝ := !![k, -k; -k, k]
```

The potential energy of the spring is V = ½k(u₁ − u₂)², where u₁ and u₂ are the displacements along the line. Its second derivatives are k on the diagonal and −k off it. `Fin 2` is the type with the two labels 0 and 1, which here stand for the first and second mass. The stiffness k may be any real number.

```lean
/-- For two masses joined by a spring, `(1, 1)` and `(m₂, -m₁)` are eigenvectors of `M⁻¹ Φ` with
eigenvalues `0` and `k / m₁ + k / m₂`, and their ordinary dot product is `m₂ - m₁`. -/
theorem diatomic_modes_overlap {m₁ m₂ : ℝ} (h₁ : 0 < m₁) (h₂ : 0 < m₂) (k : ℝ) :
    unweighted ![m₁, m₂] (spring k) *ᵥ ![1, 1] = (0 : ℝ) • ![1, 1] ∧
    unweighted ![m₁, m₂] (spring k) *ᵥ ![m₂, -m₁] = (k / m₁ + k / m₂) • ![m₂, -m₁] ∧
    ![1, 1] ⬝ᵥ ![m₂, -m₁] = m₂ - m₁ := by
  have hm : ∀ i, 0 < (![m₁, m₂] : Fin 2 → ℝ) i := by
    intro i
    fin_cases i
    · exact h₁
    · exact h₂
  have hA : unweighted ![m₁, m₂] (spring k) = !![k / m₁, -k / m₁; -k / m₂, k / m₂] := by
    ext i j
    rw [unweighted_apply hm]
    fin_cases i <;> fin_cases j <;> rfl
  have hne₁ := h₁.ne'
  have hne₂ := h₂.ne'
  rw [hA]
  refine ⟨?_, ?_, ?_⟩
  · ext i
    fin_cases i <;> simp [Matrix.mulVec, dotProduct, Fin.sum_univ_two] <;> ring
  · ext i
    fin_cases i
    · have h : k / m₁ * m₂ + -k / m₁ * -m₁ = (k / m₁ + k / m₂) * m₂ := by
        field_simp
      simpa [Matrix.mulVec, dotProduct, Fin.sum_univ_two] using h
    · have h : -k / m₂ * m₂ + k / m₂ * -m₁ = (k / m₁ + k / m₂) * -m₁ := by
        field_simp
        ring
      simpa [Matrix.mulVec, dotProduct, Fin.sum_univ_two] using h
  · simp [dotProduct, Fin.sum_univ_two, sub_eq_add_neg]

end

end UnweightedNormalModes
```

The theorem makes three statements, joined by `∧`, about the matrix

    A = [ k/m₁  −k/m₁ ; −k/m₂  k/m₂ ],

where the semicolon separates the rows. Applied to (1, 1), each row gives zero; this is the uniform translation. Applied to (m₂, −m₁), the rows give

    k m₂/m₁ + k = (k/m₁ + k/m₂) m₂
    −k − k m₁/m₂ = −(k/m₁ + k/m₂) m₁.

So (m₂, −m₁) is an eigenvector with eigenvalue k/m₁ + k/m₂. For k > 0 it is the vibration that leaves the centre of mass at rest, since m₁m₂ − m₂m₁ = 0. The dot product of the two vectors is

    1 · m₂ + 1 · (−m₁) = m₂ − m₁.

The vectors in the theorem are not normalised. Scaled to unit length, they have the overlap

    (m₂ − m₁) / √(2(m₁² + m₂²)),

which is 1/√5 for m₂ = 3m₁. For k ≠ 0 the two eigenvalues are distinct, so the directions of the modes are fixed and unequal masses make them non-orthogonal. For k = 0 every nonzero vector is an eigenvector, and an orthonormal pair can be chosen whatever the masses.

In the proof, `hA` computes the matrix from the entry formula. `fin_cases` then treats the two components separately, while `field_simp` and `ring` do the algebra with the fractions.

```lean
#print axioms UnweightedNormalModes.orthonormal_modes_iff_equal_masses
#print axioms UnweightedNormalModes.diatomic_modes_overlap
```

```
'UnweightedNormalModes.orthonormal_modes_iff_equal_masses' depends on axioms: [propext, Classical.choice, Quot.sound]
'UnweightedNormalModes.diatomic_modes_overlap' depends on axioms: [propext, Classical.choice, Quot.sound]
```
